# A quadratically scaling band on ℝⁿ is C² at k = 0 exactly when it has an inverse-mass tensor

To get an effective mass from a band-structure calculation, one can compute the energy at a few wave vectors around the band edge, form second differences, and collect them in a matrix. That matrix is then used to predict the curvature in every direction, sampled or not. For a model band whose energy, measured from the edge, scales exactly as the square of the wave vector, this last step is sound if and only if the band is twice continuously differentiable (C²) at the edge. The warped band

\[
f(x,y)=\sqrt{B^2(x^2+y^2)^2+C^2x^2y^2}
\]

with real \(B\) and \(C\) meets this condition only for \(C=0\). The constant \(C\) has nothing to do with the name of the smoothness class: a function "is C²" if it is twice continuously differentiable, while in formulas \(C^2\) is the square of the constant.

This is a two-dimensional form of the square root that appears in the dispersion of degenerate valence bands in cubic crystals. There, constants such as \(B\) and \(C\) summarise the coupling of the degenerate states to remote bands. Here \(|B|\) fixes the curvature along the axes, and \(C\) adds curvature between them.

## From scaling to a quadratic form

Let \(f\) be a real function on a real normed space with \(f(tk)=t^2f(k)\) for all real \(t\), and let \(f\) be C² at \(0\). Write \(Df\) and \(D^2f\) for its first and second derivatives. Fix \(k\) and follow the band along the ray \(t\mapsto tk\). For small \(t\), the chain rule and the scaling law give two expressions for the same slope:

\[
Df(tk)\,k=\frac{d}{dt}f(tk)=\frac{d}{dt}\,t^2f(k)=2t\,f(k).
\]

Differentiating once more at \(t=0\) gives \(D^2f(0)(k,k)=2f(k)\), so

\[
f(k)=\tfrac12D^2f(0)(k,k).
\]

This holds for every \(k\), however large, because only small \(t\) were used.

On \(\mathbb R^n\), let \(e_i\) be the unit vectors along the axes and put \(M_{ij}=D^2f(0)(e_j,e_i)\). Expanding \(k=\sum_i k_ie_i\) in both arguments gives

\[
f(k)=\tfrac12\sum_{i,j}k_iM_{ij}k_j=\tfrac12\,k\cdot Mk .
\]

The matrix \(M\) is symmetric because second derivatives of a C² function commute. Conversely, a function that equals \(\tfrac12k\cdot Mk\) near \(0\) is a polynomial there, and hence C².

Write \(H=D^2f(0)\). Since \(H\) is bilinear, the cross terms cancel in

\[
H(p+q,p+q)+H(p-q,p-q)=2H(p,p)+2H(q,q),
\]

and half of this is the parallelogram law

\[
f(p+q)+f(p-q)=2f(p)+2f(q).
\]

## The warped band against the parallelogram law

Replacing \((x,y)\) by \((tx,ty)\) multiplies the expression under the root by \(t^4\), and \(\sqrt{t^4}=t^2\), so the warped band scales as required. Suppose that it is C² at \(0\), and take \(p=(1,0)\) and \(q=(0,1)\). The values are

\[
f(1,0)=f(0,1)=|B|,\qquad f(1,1)=f(1,-1)=\sqrt{4B^2+C^2}.
\]

The parallelogram law demands \(2\sqrt{4B^2+C^2}=4|B|\). Halving and squaring gives \(4B^2+C^2=4B^2\), hence \(C=0\). In the other direction, \(C=0\) leaves \(f=|B|(x^2+y^2)\), which is a polynomial. The sign of \(B\) plays no part, and \(B=0\) is allowed.

In polar form, with \(x=t\cos\theta\) and \(y=t\sin\theta\), we have \(x^2+y^2=t^2\) and \(x^2y^2=\tfrac14t^4\sin^22\theta\), so

\[
f=t^2\sqrt{B^2+\tfrac14C^2\sin^22\theta}.
\]

Every direction therefore has its own well-defined curvature, twice the square root. For \(C\neq0\), no single tensor reproduces them all.

**A case in integers.** Take \(B=2\) and \(C=3\). Then \(f(1,0)=f(0,1)=2\) and \(f(1,1)=f(1,-1)=\sqrt{16+9}=5\). The parallelogram law would need \(5+5=10\) to equal \(4+4=8\). Central second differences give the diagonal entries \(4\) and \(4\), and the central mixed difference gives \(0\), whatever the step length. The resulting matrix predicts \(f(1,1)=\tfrac12(4+4)=4\) instead of \(5\). Refining the step does not reveal the failure, but comparing the prediction with an energy on the diagonal does. The mixed difference already uses such energies, but they cancel in it.

**One derivative fewer.** The same argument handles linear scaling. If \(f(tk)=t\,f(k)\) for all \(t\ge0\) and \(f\) is differentiable at \(0\), then differentiating along the ray gives \(f(k)=Df(0)k\), so \(f\) is linear. In one or more dimensions, a cone \(v|k|\) with \(v\neq0\) is not linear, and so has no derivative at its apex.

## Bands, tensors and second derivatives in Lean

In the formal text, `E` is any real normed space and `ι` is a finite set of labels for the components of a wave vector, so `ι → ℝ` plays the role of \(\mathbb R^n\).

```lean
import Mathlib

open Matrix Topology Filter

namespace WarpedBandEdge

noncomputable section

variable {E : Type*} [NormedAddCommGroup E] [NormedSpace ℝ E]
variable {ι : Type*} [Fintype ι]
```

The scaling law is required for all real `t`. Taking `t = -1` shows that such a band is even in the wave vector, and `t = 0` puts the zero of energy at the band edge.

```lean
/-- A band energy that scales as the square of the wave vector, `f (t k) = t² f k` for all
real `t`. -/
def ScalesQuadratically (f : E → ℝ) : Prop :=
  ∀ (t : ℝ) (k : E), f (t • k) = t ^ 2 * f k
```

An inverse-mass tensor is a symmetric matrix that reproduces the band near \(k=0\), in units with \(\hbar=1\). The notation `∀ᶠ k in 𝓝 0` means "for all `k` in some neighbourhood of \(0\)", `⬝ᵥ` is the dot product, and `*ᵥ` applies a matrix to a vector.

```lean
/-- The symmetric matrix `M` is an inverse-mass tensor of the band `f` at `k = 0` if
`f k = ½ k · M k` for all `k` near `0` (units with `ħ = 1`). -/
def IsInverseMassTensor (f : (ι → ℝ) → ℝ) (M : Matrix ι ι ℝ) : Prop :=
  M.IsSymm ∧ ∀ᶠ k in 𝓝 (0 : ι → ℝ), f k = 1 / 2 * (k ⬝ᵥ M *ᵥ k)
```

The equality is exact, with no higher-order remainder. This suits a quadratically scaling band, but it would be too strict for a real band with quartic corrections.

The candidate tensor is the matrix of second derivatives. `fderiv ℝ f` is the derivative \(Df\), and `Pi.single i 1` is the unit vector \(e_i\), so the entry `i j` is \(D^2f(0)(e_j,e_i)\), as above.

```lean
/-- The matrix of second partial derivatives at `k = 0` of a band `f` that is twice differentiable
there. -/
def bandHessian [DecidableEq ι] (f : (ι → ℝ) → ℝ) : Matrix ι ι ℝ :=
  Matrix.of fun i j => fderiv ℝ (fderiv ℝ f) 0 (Pi.single j 1) (Pi.single i 1)
```

In the warped band, `k 0` and `k 1` stand for \(x\) and \(y\). The function is taken as given and not derived from a Hamiltonian. The isotropic term \(Ak^2\) that accompanies the root in valence-band models is left out; being a polynomial, it would not change whether the band is C².

```lean
/-- The warped band `√(B² (x² + y²)² + C² x² y²)` in two dimensions. -/
def warpedBand (B C : ℝ) (k : Fin 2 → ℝ) : ℝ :=
  √(B ^ 2 * (k 0 ^ 2 + k 1 ^ 2) ^ 2 + C ^ 2 * k 0 ^ 2 * k 1 ^ 2)
```

## Differentiating twice along a ray

The smoothness assumption `ContDiffAt ℝ 2 f 0` says that `f` is C² at the band edge. The theorem concludes that the quadratic formula holds for every `k`.

```lean
/-- A quadratically scaling band that is C² at `k = 0` equals half its second derivative
there, `f k = ½ D²f(0)(k, k)`, for every `k`. -/
theorem eq_half_second_derivative {f : E → ℝ} (hom : ScalesQuadratically f)
    (hf : ContDiffAt ℝ 2 f 0) (k : E) :
    f k = 1 / 2 * fderiv ℝ (fderiv ℝ f) 0 k k := by
  have hd : ∀ᶠ x in 𝓝 (0 : E), DifferentiableAt ℝ f x :=
    (hf.eventually (by simp)).mono fun x hx => hx.differentiableAt (by norm_num)
  have h2 : DifferentiableAt ℝ (fderiv ℝ f) 0 :=
    (hf.fderiv_right (m := 1) one_add_one_eq_two.le).differentiableAt (by norm_num)
  have hl : ∀ t : ℝ, HasDerivAt (fun s : ℝ => s • k) k t := fun t => by
    simpa using (hasDerivAt_id' t).smul_const k
  have hc : Tendsto (fun t : ℝ => t • k) (𝓝 0) (𝓝 0) := by
    have h := (hl 0).continuousAt.tendsto
    simpa using h
  -- first derivative along the ray through `k`
  have hs : (fun t : ℝ => fderiv ℝ f (t • k) k) =ᶠ[𝓝 0] fun t => 2 * t * f k := by
    filter_upwards [hc.eventually hd] with t ht
    have h1 : HasDerivAt (fun s : ℝ => f (s • k)) (fderiv ℝ f (t • k) k) t :=
      ht.hasFDerivAt.comp_hasDerivAt t (hl t)
    have h3 : HasDerivAt (fun s : ℝ => f (s • k)) (2 * t * f k) t := by
      have he : (fun s : ℝ => f (s • k)) = fun s => s ^ 2 * f k :=
        funext fun s => hom s k
      rw [he]
      simpa using (hasDerivAt_pow 2 t).mul_const (f k)
    exact h1.unique h3
  -- second derivative along the ray, at the band edge
  have h0 : HasFDerivAt (fderiv ℝ f) (fderiv ℝ (fderiv ℝ f) 0) ((0 : ℝ) • k) := by
    rw [zero_smul]
    exact h2.hasFDerivAt
  have h4 : HasDerivAt (fun t : ℝ => fderiv ℝ f (t • k) k)
      (fderiv ℝ (fderiv ℝ f) 0 k k) 0 :=
    (ContinuousLinearMap.apply ℝ ℝ k).hasFDerivAt.comp_hasDerivAt (0 : ℝ)
      (h0.comp_hasDerivAt (0 : ℝ) (hl 0))
  have h6 : HasDerivAt (fun t : ℝ => 2 * t * f k) (2 * f k) 0 := by
    simpa using ((hasDerivAt_id' (0 : ℝ)).const_mul 2).mul_const (f k)
  have h7 := h4.unique (h6.congr_of_eventuallyEq hs)
  linarith
```

The proof first extracts what the two differentiations need: `hd` says that `f` is differentiable near \(0\), and `h2` that its derivative is differentiable at \(0\). Step `hs` is the identity \(Df(tk)k=2tf(k)\) for small \(t\). It is obtained by computing the derivative of one function in two ways (`h1` and `h3`) and using the uniqueness of derivatives. Steps `h4` and `h6` differentiate the two sides at \(t=0\), `h7` equates the results, and `linarith` solves for \(f(k)\).

The parallelogram law follows by writing all four energies as second derivatives and expanding by linearity. The final `ring` cancels the cross terms.

```lean
/-- A quadratically scaling band that is C² at `k = 0` obeys the parallelogram law. -/
theorem parallelogram_law {f : E → ℝ} (hom : ScalesQuadratically f)
    (hf : ContDiffAt ℝ 2 f 0) (p q : E) :
    f (p + q) + f (p - q) = 2 * f p + 2 * f q := by
  rw [eq_half_second_derivative hom hf (p + q), eq_half_second_derivative hom hf (p - q),
    eq_half_second_derivative hom hf p, eq_half_second_derivative hom hf q]
  simp only [map_add, map_sub, _root_.add_apply, _root_.sub_apply]
  ring
```

## The tensor in coordinates

The next theorem turns the second derivative into a matrix expression. Its auxiliary step `e1` says that a linear functional is fixed by its values on the unit vectors. It is used once for each argument of \(D^2f(0)\), and `flip` exchanges the arguments for the second use.

```lean
/-- In coordinates, a quadratically scaling band that is C² at `k = 0` is
`f k = ½ k · M k` for every `k`, with `M` its matrix of second derivatives at `0`. -/
theorem eq_half_bandHessian [DecidableEq ι] {f : (ι → ℝ) → ℝ}
    (hom : ScalesQuadratically f) (hf : ContDiffAt ℝ 2 f 0) (k : ι → ℝ) :
    f k = 1 / 2 * (k ⬝ᵥ bandHessian f *ᵥ k) := by
  have hk : k = ∑ i, k i • (Pi.single i (1 : ℝ) : ι → ℝ) := by
    ext j
    simp [Finset.sum_apply, Pi.single_apply]
  -- a linear functional is determined by its values on the coordinate axes
  have e1 : ∀ L : (ι → ℝ) →L[ℝ] ℝ, L k = ∑ j, k j * L (Pi.single j 1) := by
    intro L
    conv_lhs => rw [hk]
    simp only [map_sum, map_smul, smul_eq_mul]
  rw [eq_half_second_derivative hom hf k, e1 (fderiv ℝ (fderiv ℝ f) 0 k)]
  simp only [dotProduct, Matrix.mulVec, bandHessian, Matrix.of_apply]
  congr 1
  refine Finset.sum_congr rfl fun j _ => ?_
  have h := e1 ((fderiv ℝ (fderiv ℝ f) 0).flip (Pi.single j 1))
  simp only [ContinuousLinearMap.flip_apply] at h
  rw [h]
  congr 1
  exact Finset.sum_congr rfl fun i _ => mul_comm _ _
```

The equivalence between smoothness and the existence of a tensor can now be stated for every quadratically scaling band on \(\mathbb R^n\).

```lean
/-- A quadratically scaling band on `ℝⁿ` is C² at `k = 0` if and only if it has an
inverse-mass tensor there. -/
theorem contDiffAt_iff_inverseMassTensor {f : (ι → ℝ) → ℝ} (hom : ScalesQuadratically f) :
    ContDiffAt ℝ 2 f 0 ↔ ∃ M : Matrix ι ι ℝ, IsInverseMassTensor f M := by
  classical
  constructor
  · intro hf
    refine ⟨bandHessian f, ?_, Eventually.of_forall (eq_half_bandHessian hom hf)⟩
    -- second derivatives commute
    have hsymm : IsSymmSndFDerivAt ℝ f 0 := hf.isSymmSndFDerivAt (by simp)
    ext i j
    exact hsymm _ _
  · rintro ⟨M, -, hM⟩
    have hq : ContDiff ℝ 2 (fun k : ι → ℝ => 1 / 2 * (k ⬝ᵥ M *ᵥ k)) :=
      contDiff_const.mul (ContDiff.sum fun i _ => (contDiff_apply ℝ ℝ i).mul
        (ContDiff.sum fun j _ => contDiff_const.mul (contDiff_apply ℝ ℝ j)))
    exact hq.contDiffAt.congr_of_eventuallyEq hM
```

From left to right, the tensor is `bandHessian f`, whose symmetry comes from the commuting second derivatives in `hsymm`. From right to left, `hq` states that the quadratic polynomial is C², and `congr_of_eventuallyEq` transfers this to `f`, which agrees with the polynomial near \(0\).

## Warping excludes the tensor

The general theorems apply to the warped band once its scaling is established. The proof pulls the factor \((t^2)^2\) out of the root.

```lean
/-- The warped band scales as the square of the wave vector. -/
theorem warpedBand_scales (B C : ℝ) : ScalesQuadratically (warpedBand B C) := by
  intro t k
  have h : B ^ 2 * ((t * k 0) ^ 2 + (t * k 1) ^ 2) ^ 2 + C ^ 2 * (t * k 0) ^ 2 * (t * k 1) ^ 2
      = (t ^ 2) ^ 2 * (B ^ 2 * (k 0 ^ 2 + k 1 ^ 2) ^ 2 + C ^ 2 * k 0 ^ 2 * k 1 ^ 2) := by
    ring
  simp only [warpedBand, Pi.smul_apply, smul_eq_mul]
  rw [h, Real.sqrt_mul (sq_nonneg _), Real.sqrt_sq (sq_nonneg t)]
```

The polar form is an identity for all real `B`, `C`, `t` and `θ`. The vector `![a, b]` has the components \(a\) and \(b\). Step `hs` is \(x^2+y^2=t^2\), and the double-angle formula supplies \(\sin2\theta\).

```lean
/-- Along the direction at angle `θ` the warped band is proportional to `t²`, with the coefficient
`√(B² + (C²/4) sin² 2θ)`. -/
theorem warpedBand_polar (B C t θ : ℝ) :
    warpedBand B C ![t * Real.cos θ, t * Real.sin θ]
      = t ^ 2 * √(B ^ 2 + C ^ 2 / 4 * Real.sin (2 * θ) ^ 2) := by
  have hs : (t * Real.cos θ) ^ 2 + (t * Real.sin θ) ^ 2 = t ^ 2 := by
    linear_combination t ^ 2 * Real.sin_sq_add_cos_sq θ
  change √(B ^ 2 * ((t * Real.cos θ) ^ 2 + (t * Real.sin θ) ^ 2) ^ 2
    + C ^ 2 * (t * Real.cos θ) ^ 2 * (t * Real.sin θ) ^ 2) = _
  have h : B ^ 2 * (t ^ 2) ^ 2 + C ^ 2 * (t * Real.cos θ) ^ 2 * (t * Real.sin θ) ^ 2
      = (t ^ 2) ^ 2 * (B ^ 2 + C ^ 2 / 4 * Real.sin (2 * θ) ^ 2) := by
    rw [Real.sin_two_mul]
    ring
  rw [hs, h, Real.sqrt_mul (sq_nonneg _), Real.sqrt_sq (sq_nonneg t)]
```

The criterion for smoothness holds for every real `B` and `C`.

```lean
/-- The warped band is C² at `k = 0` if and only if the warping constant `C` vanishes. -/
theorem warpedBand_contDiffAt_iff (B C : ℝ) :
    ContDiffAt ℝ 2 (warpedBand B C) 0 ↔ C = 0 := by
  constructor
  · intro hf
    -- compare the diagonals with the axes by the parallelogram law
    have h := parallelogram_law (warpedBand_scales B C) hf ![1, 0] ![0, 1]
    have hw : ∀ a b : ℝ, warpedBand B C ![a, b]
        = √(B ^ 2 * (a ^ 2 + b ^ 2) ^ 2 + C ^ 2 * a ^ 2 * b ^ 2) := fun _ _ => rfl
    have v1 : (![1, 0] + ![0, 1] : Fin 2 → ℝ) = ![1, 1] := by
      ext i; fin_cases i <;> simp
    have v2 : (![1, 0] - ![0, 1] : Fin 2 → ℝ) = ![1, -1] := by
      ext i; fin_cases i <;> simp
    have s1 : B ^ 2 * ((1 : ℝ) ^ 2 + 1 ^ 2) ^ 2 + C ^ 2 * 1 ^ 2 * 1 ^ 2
        = 4 * B ^ 2 + C ^ 2 := by ring
    have s2 : B ^ 2 * ((1 : ℝ) ^ 2 + (-1) ^ 2) ^ 2 + C ^ 2 * 1 ^ 2 * (-1) ^ 2
        = 4 * B ^ 2 + C ^ 2 := by ring
    have s3 : B ^ 2 * ((1 : ℝ) ^ 2 + 0 ^ 2) ^ 2 + C ^ 2 * 1 ^ 2 * 0 ^ 2 = B ^ 2 := by ring
    have s4 : B ^ 2 * ((0 : ℝ) ^ 2 + 1 ^ 2) ^ 2 + C ^ 2 * 0 ^ 2 * 1 ^ 2 = B ^ 2 := by ring
    rw [v1, v2, hw, hw, hw, hw, s1, s2, s3, s4] at h
    have h' : √(4 * B ^ 2 + C ^ 2) = 2 * √(B ^ 2) := by linarith
    have hx := Real.sq_sqrt (show 0 ≤ 4 * B ^ 2 + C ^ 2 by positivity)
    have hb := Real.sq_sqrt (sq_nonneg B)
    rw [h', mul_pow, hb] at hx
    have hC : C ^ 2 = 0 := by linarith
    exact pow_eq_zero_iff two_ne_zero |>.mp hC
  · rintro rfl
    -- without warping the band is `|B| (x² + y²)`
    have he : warpedBand B 0 = fun k => |B| * (k 0 ^ 2 + k 1 ^ 2) := by
      funext k
      have h : B ^ 2 * (k 0 ^ 2 + k 1 ^ 2) ^ 2 + (0 : ℝ) ^ 2 * k 0 ^ 2 * k 1 ^ 2
          = (|B| * (k 0 ^ 2 + k 1 ^ 2)) ^ 2 := by
        rw [mul_pow, sq_abs]
        ring
      rw [warpedBand, h, Real.sqrt_sq (by positivity)]
    rw [he]
    fun_prop
```

In the forward direction, `h` is the parallelogram law for the two axis vectors. Steps `v1` and `v2` compute their sum and difference, and `s1` to `s4` evaluate the four expressions under the roots. This leaves `h'`, which is \(\sqrt{4B^2+C^2}=2\sqrt{B^2}\), and squaring it gives \(C^2=0\). In the reverse direction, `he` identifies the unwarped band with \(|B|(x^2+y^2)\), and `fun_prop` confirms that this is C².

Chaining this criterion with the equivalence for general bands gives the statement about effective masses: for \(C\neq0\), no symmetric matrix describes the warped band, even in an arbitrarily small neighbourhood of \(k=0\).

```lean
/-- The warped band has an inverse-mass tensor at `k = 0` if and only if the warping
constant `C` vanishes. -/
theorem warpedBand_inverseMassTensor_iff (B C : ℝ) :
    (∃ M : Matrix (Fin 2) (Fin 2) ℝ, IsInverseMassTensor (warpedBand B C) M) ↔ C = 0 :=
  (contDiffAt_iff_inverseMassTensor (warpedBand_scales B C)).symm.trans
    (warpedBand_contDiffAt_iff B C)

end

end WarpedBandEdge
```

```lean
#print axioms WarpedBandEdge.warpedBand_polar
#print axioms WarpedBandEdge.warpedBand_inverseMassTensor_iff
```

```
'WarpedBandEdge.warpedBand_polar' depends on axioms: [propext, Classical.choice, Quot.sound]
'WarpedBandEdge.warpedBand_inverseMassTensor_iff' depends on axioms: [propext, Classical.choice, Quot.sound]
```
